# For Hermitian 2×2 \(X\) with \(\det X\neq0\), the map \(Y\mapsto X\,\mathrm{adj}(Y)\,X/\det X\) keeps \(X\) and reverses its Minkowski-orthogonal complement

## The identity matrix reverses space

Write a real four-vector \(w=(w_0,w_1,w_2,w_3)\) as the Hermitian matrix

\[
S(w)=w_0+\mathbf w\cdot\boldsymbol\sigma
=\begin{pmatrix} w_0+w_3 & w_1-iw_2\\ w_1+iw_2 & w_0-w_3\end{pmatrix},
\]

where \(\boldsymbol\sigma\) are the Pauli matrices and a bare number stands for that multiple of the identity. The adjugate of a 2×2 matrix swaps the diagonal entries and changes the sign of the other two:

\[
\mathrm{adj}\begin{pmatrix}a&b\\c&d\end{pmatrix}=\begin{pmatrix}d&-b\\-c&a\end{pmatrix},
\qquad \mathrm{adj}\,S(w)=w_0-\mathbf w\cdot\boldsymbol\sigma .
\]

So the adjugate keeps the time component and reverses the three space components. This is the case \(X=1\) of

\[
R_X(Y)=\frac{X\,\mathrm{adj}(Y)\,X}{\det X}.
\]

A general \(X\) replaces the time axis by the axis of another four-vector.

## Determinant and trace as Minkowski products

Let \(v\cdot w=v_0w_0-v_1w_1-v_2w_2-v_3w_3\). Direct multiplication gives

\[
\det S(v)=v_0^2-v_3^2-(v_1-iv_2)(v_1+iv_2)=v\cdot v,
\]
\[
\mathrm{tr}\bigl(S(v)\,\mathrm{adj}\,S(w)\bigr)
=\mathrm{tr}\bigl((v_0+\mathbf v\cdot\boldsymbol\sigma)(w_0-\mathbf w\cdot\boldsymbol\sigma)\bigr)=2\,v\cdot w .
\]

The condition \(\mathrm{tr}(X\,\mathrm{adj}\,Y)=0\) is therefore Minkowski orthogonality, and \(\det X\neq0\) says that the axis is not lightlike. A nonzero lightlike vector is orthogonal to itself, so it could not be both kept and reversed.

## What is claimed

The main theorem, `axisReflection_main`, takes a Hermitian \(X\) with \(\det X\ne0\) and states five things:

- \(R_X(Y)\) is Hermitian whenever \(Y\) is.
- \(R_X(X)=X\).
- \(R_X(Y)=-Y\) whenever \(\mathrm{tr}(X\,\mathrm{adj}\,Y)=0\).
- \(\det R_X(Y)=\det Y\).
- \(R_X(R_X(Y))=Y\).

Only the first needs \(Y\) Hermitian; the last three hold for every complex 2×2 matrix \(Y\).

In the code, `Mat2` is the space of these complex matrices, `axisReflection X Y` is \(R_X(Y)\), `spinorMatrix v` is \(S(v)\), and `minkowski v w` is \(v\cdot w\) with signature \((+,-,-,-)\). A four-vector is a function `Fin 4 → ℝ`, with index 0 for time. The theorems concern individual reflections and products of two; they do not say which Lorentz transformations arise as such products.

## Deriving the reflection formula

For 2×2 matrices the adjugate is linear, and \(X\,\mathrm{adj}X=\mathrm{adj}X\,X=\det X\). Apply this to \(X+Y\) and subtract the terms for \(X\) and \(Y\):

\[
X\,\mathrm{adj}Y+Y\,\mathrm{adj}X=\det(X+Y)-\det X-\det Y=:s .
\]

To identify the number \(s\), take the trace. The adjugate reverses products, satisfies \(\mathrm{adj}(\mathrm{adj}\,Y)=Y\) and preserves the trace, so \(Y\,\mathrm{adj}X=\mathrm{adj}(X\,\mathrm{adj}Y)\) has the same trace as \(X\,\mathrm{adj}Y\). Hence \(2s=2\,\mathrm{tr}(X\,\mathrm{adj}Y)\). Multiplying by \(X\) on the right,

\[
X\,\mathrm{adj}Y\,X=s X-(\det X)\,Y,
\qquad
R_X(Y)=\frac{\mathrm{tr}(X\,\mathrm{adj}Y)}{\det X}\,X-Y .
\]

If the trace vanishes, \(R_X(Y)=-Y\). For \(Y=X\) the definition gives \(X\,\mathrm{adj}X\,X/\det X=X\). In four-vector form, with \(v\cdot v\neq0\),

\[
w\longmapsto \frac{2\,v\cdot w}{v\cdot v}\,v-w .
\]

## Hermiticity, determinant and involution

If \(X\) is Hermitian, \(\det X\) is real. With \((\mathrm{adj}Y)^\dagger=\mathrm{adj}(Y^\dagger)\), a Hermitian \(Y\) gives \((X\,\mathrm{adj}Y\,X)^\dagger=X\,\mathrm{adj}Y\,X\), so \(R_X(Y)\) is Hermitian.

Since \(\det(cM)=c^2\det M\) and \(\det\mathrm{adj}Y=\det Y\),

\[
\det R_X(Y)=\frac{(\det X)^2\det Y}{(\det X)^2}=\det Y .
\]

Finally, taking the adjugate of the image and applying the map again,

\[
\mathrm{adj}\,R_X(Y)=\frac{\mathrm{adj}X\,Y\,\mathrm{adj}X}{\det X},
\qquad
R_X(R_X(Y))=\frac{X\,\mathrm{adj}X\,Y\,\mathrm{adj}X\,X}{(\det X)^2}=Y .
\]

## Two reflections and the sign of \(\det A\)

Let \(Z\) be a second Hermitian matrix with nonzero determinant, and put \(A=X\,\mathrm{adj}Z\). Then \(A^\dagger=\mathrm{adj}Z\,X\), \(\det A=\det X\det Z\), and

\[
R_X(R_Z(Y))=\frac{X\,\mathrm{adj}Z\,Y\,\mathrm{adj}Z\,X}{\det X\det Z}=\frac{AYA^\dagger}{\det A}.
\]

The theorem `axisReflection_comp` states this with \(\det A\) multiplied to the left-hand side.

The sign of \(\det A\) is easily lost when \(A\) is replaced by \(B=A/\sqrt{\det A}\), because \(BYB^\dagger=AYA^\dagger/|\det A|\). Take \(Z=1\) and \(X=\sigma_3\), so that \(A=\sigma_3\) and \(\det A=-1\). The two reflections send \((w_0,w_1,w_2,w_3)\) to \((-w_0,w_1,w_2,-w_3)\), while \(BYB^\dagger\) gives \((w_0,-w_1,-w_2,w_3)\), a half-turn about the third axis.

## A boost from rest

Consider a free particle of mass \(m>0\), energy \(E\) and momentum \(\mathbf p\), in units with \(c=1\), and let \(u=(E,\mathbf p)/m\). Choose \(Z=1\) and \(X=1+S(u)\). The first reflection keeps the rest vector \((1,0,0,0)\), and the second carries it to \(u\). Here \(\det A=2(1+E/m)>0\), so normalisation is safe:

\[
\frac{A}{\sqrt{\det A}}=\frac{E+m+\mathbf p\cdot\boldsymbol\sigma}{\sqrt{2m(E+m)}} .
\]

This matrix boosts a two-component spinor of one chirality, a step in constructing free-particle Dirac spinors. A program can form \(A\) once and transform four-vectors by \(AYA^\dagger/\det A\); comparing \(\det Y\) before and after is a cheap check, though it cannot detect a wrong overall sign, since \(\det(-Y)=\det Y\).

## The Lean file

```lean
import Mathlib

open Matrix

namespace HermitianReflection

noncomputable section

/-- Complex two-by-two matrices, the space in which four-vectors are represented. -/
abbrev Mat2 := Matrix (Fin 2) (Fin 2) ℂ

/-- The map `Y ↦ X adj(Y) X / det X` attached to a matrix `X`. -/
def axisReflection (X Y : Mat2) : Mat2 :=
  (X.det)⁻¹ • (X * Y.adjugate * X)

/-- The Minkowski product of two four-vectors, with signature `(+,-,-,-)`. -/
def minkowski (v w : Fin 4 → ℝ) : ℝ :=
  v 0 * w 0 - v 1 * w 1 - v 2 * w 2 - v 3 * w 3

/-- The matrix `v₀ + v₁ σ₁ + v₂ σ₂ + v₃ σ₃` of a real four-vector. -/
def spinorMatrix (v : Fin 4 → ℝ) : Mat2 :=
  !![(v 0 : ℂ) + v 3, (v 1 : ℂ) - Complex.I * v 2;
     (v 1 : ℂ) + Complex.I * v 2, (v 0 : ℂ) - v 3]

/-- The symmetrised product of `X` with the adjugate of `Y` is the scalar `tr(X adj Y)`. -/
theorem mul_adjugate_add (X Y : Mat2) :
    X * Y.adjugate + Y * X.adjugate = (X * Y.adjugate).trace • (1 : Mat2) := by
  ext i j
  fin_cases i <;> fin_cases j <;>
    simp [Matrix.adjugate_fin_two, Matrix.mul_apply, Matrix.trace_fin_two,
      Fin.sum_univ_two] <;> ring

/-- For invertible `X` the map sends `Y` to `(tr(X adj Y) / det X) X - Y`. -/
theorem axisReflection_eq (X Y : Mat2) (hX : X.det ≠ 0) :
    axisReflection X Y = ((X * Y.adjugate).trace / X.det) • X - Y := by
  -- multiply the symmetrised product by `X` from the right
  have h : X * Y.adjugate * X = (X * Y.adjugate).trace • X - X.det • Y := by
    calc X * Y.adjugate * X
        = (X * Y.adjugate + Y * X.adjugate) * X - Y * (X.adjugate * X) := by
          noncomm_ring
      _ = (X * Y.adjugate).trace • X - X.det • Y := by
          rw [mul_adjugate_add, Matrix.adjugate_mul, Matrix.smul_mul, Matrix.one_mul,
            Matrix.mul_smul, Matrix.mul_one]
  rw [axisReflection, h, smul_sub, smul_smul, smul_smul, inv_mul_cancel₀ hX, one_smul,
    div_eq_inv_mul]

/-- The adjugate of the image of `Y` is `adj(X) Y adj(X) / det X`. -/
theorem adjugate_axisReflection (X Y : Mat2) :
    (axisReflection X Y).adjugate = (X.det)⁻¹ • (X.adjugate * Y * X.adjugate) := by
  have hY : Y.adjugate.adjugate = Y := by
    ext i j
    fin_cases i <;> fin_cases j <;> simp [Matrix.adjugate_fin_two]
  rw [axisReflection, Matrix.adjugate_smul, Matrix.adjugate_mul_distrib,
    Matrix.adjugate_mul_distrib, hY, Fintype.card_fin]
  simp [Matrix.mul_assoc]

/-- If `X` and `Y` are Hermitian, so is the image of `Y`. -/
theorem axisReflection_isHermitian {X Y : Mat2} (hX : X.IsHermitian)
    (hY : Y.IsHermitian) : (axisReflection X Y).IsHermitian := by
  -- the determinant of a Hermitian matrix is real
  have hd : star X.det = X.det := by
    rw [← Matrix.det_conjTranspose, hX.eq]
  show (axisReflection X Y)ᴴ = axisReflection X Y
  rw [axisReflection, Matrix.conjTranspose_smul, Matrix.conjTranspose_mul,
    Matrix.conjTranspose_mul, Matrix.adjugate_conjTranspose, hX.eq, hY.eq, star_inv₀, hd,
    Matrix.mul_assoc]

/-- For Hermitian `X` with nonzero determinant, the map `Y ↦ X adj(Y) X / det X` preserves
Hermiticity, fixes `X`, reverses every `Y` with `tr(X adj Y) = 0`, preserves the determinant
and is its own inverse. -/
theorem axisReflection_main {X : Mat2} (hX : X.IsHermitian) (hdet : X.det ≠ 0) :
    (∀ Y : Mat2, Y.IsHermitian → (axisReflection X Y).IsHermitian) ∧
    axisReflection X X = X ∧
    (∀ Y : Mat2, (X * Y.adjugate).trace = 0 → axisReflection X Y = -Y) ∧
    (∀ Y : Mat2, (axisReflection X Y).det = Y.det) ∧
    (∀ Y : Mat2, axisReflection X (axisReflection X Y) = Y) := by
  refine ⟨fun Y hY => axisReflection_isHermitian hX hY, ?_, ?_, ?_, ?_⟩
  · rw [axisReflection, Matrix.mul_adjugate, Matrix.smul_mul, Matrix.one_mul, smul_smul,
      inv_mul_cancel₀ hdet, one_smul]
  · intro Y h
    rw [axisReflection_eq X Y hdet, h, zero_div, zero_smul, zero_sub]
  · intro Y
    have hY : Y.adjugate.det = Y.det := by simp [Matrix.det_adjugate]
    rw [axisReflection, Matrix.det_smul, Matrix.det_mul, Matrix.det_mul, hY,
      Fintype.card_fin]
    field_simp
  · intro Y
    have h1 : axisReflection X (axisReflection X Y)
        = (X.det)⁻¹ • (X * (axisReflection X Y).adjugate * X) := rfl
    -- each factor `X` meets its adjugate and leaves a determinant
    have h2 : X * (X.adjugate * Y * X.adjugate) * X = (X.det * X.det) • Y := by
      calc X * (X.adjugate * Y * X.adjugate) * X
          = (X * X.adjugate) * Y * (X.adjugate * X) := by
            simp only [Matrix.mul_assoc]
        _ = (X.det * X.det) • Y := by
            rw [Matrix.mul_adjugate, Matrix.adjugate_mul, Matrix.smul_mul, Matrix.one_mul,
              Matrix.mul_smul, Matrix.mul_one, smul_smul]
    have hs : (X.det)⁻¹ * (X.det)⁻¹ * (X.det * X.det) = 1 := by field_simp
    rw [h1, adjugate_axisReflection, Matrix.mul_smul, Matrix.smul_mul, h2, smul_smul,
      smul_smul, hs, one_smul]

/-- Two successive reflections, with Hermitian invertible `Z` and then `X`, act as
`Y ↦ A Y A† / det A` with `A = X adj(Z)`; the determinant is written on the left. -/
theorem axisReflection_comp {X Z : Mat2} (hX : X.IsHermitian) (hZ : Z.IsHermitian)
    (hXd : X.det ≠ 0) (hZd : Z.det ≠ 0) (Y : Mat2) :
    (X * Z.adjugate).det • axisReflection X (axisReflection Z Y)
      = (X * Z.adjugate) * Y * (X * Z.adjugate)ᴴ := by
  have hA : (X * Z.adjugate)ᴴ = Z.adjugate * X := by
    rw [Matrix.conjTranspose_mul, Matrix.adjugate_conjTranspose, hZ.eq, hX.eq]
  have hd : (X * Z.adjugate).det = X.det * Z.det := by
    simp [Matrix.det_mul, Matrix.det_adjugate]
  have h1 : axisReflection X (axisReflection Z Y)
      = (X.det)⁻¹ • (X * (axisReflection Z Y).adjugate * X) := rfl
  have hs : X.det * Z.det * (X.det)⁻¹ * (Z.det)⁻¹ = 1 := by field_simp
  rw [hA, hd, h1, adjugate_axisReflection, Matrix.mul_smul, Matrix.smul_mul, smul_smul,
    smul_smul, hs, one_smul]
  simp only [Matrix.mul_assoc]

/-- The matrix of a real four-vector is Hermitian, and its determinant is the Minkowski
square of the vector. -/
theorem spinorMatrix_isHermitian_det (v : Fin 4 → ℝ) :
    (spinorMatrix v).IsHermitian ∧ (spinorMatrix v).det = (minkowski v v : ℂ) := by
  constructor
  · show (spinorMatrix v)ᴴ = spinorMatrix v
    ext i j
    fin_cases i <;> fin_cases j <;>
      simp [spinorMatrix, Matrix.conjTranspose_apply]
    ring
  · simp only [spinorMatrix, minkowski, Matrix.det_fin_two_of]
    push_cast
    linear_combination (v 2 : ℂ) ^ 2 * Complex.I_sq

/-- For the matrices `X`, `Y` of two four-vectors, `tr(X adj Y)` is twice their Minkowski
product. -/
theorem trace_spinorMatrix (v w : Fin 4 → ℝ) :
    (spinorMatrix v * (spinorMatrix w).adjugate).trace = 2 * (minkowski v w : ℂ) := by
  simp [spinorMatrix, minkowski, Matrix.adjugate_fin_two, Matrix.trace_fin_two]
  linear_combination 2 * (v 2 : ℂ) * (w 2 : ℂ) * Complex.I_sq

/-- On four-vectors, with `v` not lightlike, the map is `w ↦ 2 (v·w)/(v·v) v - w`. -/
theorem axisReflection_spinorMatrix (v w : Fin 4 → ℝ) (hv : minkowski v v ≠ 0) :
    axisReflection (spinorMatrix v) (spinorMatrix w)
      = spinorMatrix (fun i => 2 * minkowski v w / minkowski v v * v i - w i) := by
  have hd := (spinorMatrix_isHermitian_det v).2
  have hne : (spinorMatrix v).det ≠ 0 := by
    rw [hd]
    exact_mod_cast hv
  rw [axisReflection_eq _ _ hne, trace_spinorMatrix, hd]
  ext i j
  fin_cases i <;> fin_cases j <;> simp [spinorMatrix] <;> ring

end

end HermitianReflection
```

```lean
#print axioms HermitianReflection.axisReflection_main
#print axioms HermitianReflection.axisReflection_comp
#print axioms HermitianReflection.spinorMatrix_isHermitian_det
#print axioms HermitianReflection.axisReflection_spinorMatrix
```

```
'HermitianReflection.axisReflection_main' depends on axioms: [propext, Classical.choice, Quot.sound]
'HermitianReflection.axisReflection_comp' depends on axioms: [propext, Classical.choice, Quot.sound]
'HermitianReflection.spinorMatrix_isHermitian_det' depends on axioms: [propext, Classical.choice, Quot.sound]
'HermitianReflection.axisReflection_spinorMatrix' depends on axioms: [propext, Classical.choice, Quot.sound]
```

## How the proof follows the algebra

`mul_adjugate_add` is the symmetrised identity. The derivation above polarises a determinant, whereas the code compares the four matrix entries: `fin_cases` selects an entry, `simp` inserts the explicit adjugate and trace, and `ring` closes the polynomial identity.

`axisReflection_eq` multiplies that identity by \(X\) on the right. Its `calc` block first isolates \(X\,\mathrm{adj}Y\,X\) using `noncomm_ring`, which respects the order of matrix factors, and then replaces \(\mathrm{adj}X\,X\) by the determinant. The hypothesis `hX` permits the final division.

`adjugate_axisReflection` computes the adjugate of the image, using `Matrix.adjugate_mul_distrib` to reverse the products. `axisReflection_isHermitian` first proves that \(\det X\) equals its own conjugate, then takes the conjugate transpose factor by factor.

`axisReflection_main` assembles the five properties. Fixing \(X\) uses `Matrix.mul_adjugate`, and reversal substitutes zero for the trace in `axisReflection_eq`. The determinant claim uses multiplicativity and cancels with `field_simp`. For the involution, `h2` pairs each outer \(X\) with its adjugate, leaving \((\det X)^2Y\), and `hs` cancels the scalars.

`axisReflection_comp` uses the same adjugate formula for \(Z\): `hA` and `hd` identify \(A^\dagger\) and \(\det A\), and associativity matches the remaining products.

The last three theorems connect matrices to four-vectors. `spinorMatrix_isHermitian_det` and `trace_spinorMatrix` expand the entries and use \(i^2=-1\) through `linear_combination`. `axisReflection_spinorMatrix` turns the real condition \(v\cdot v\neq0\) into a nonzero complex determinant, substitutes both product formulas into `axisReflection_eq`, and checks the resulting vector formula entry by entry.
